# Unitary rotation of the active orbitals, together with their integrals, leaves the Dyall Hamiltonian unchanged

Let $a_p$ annihilate an electron in spin orbital $p$, and let a unitary matrix $U$ mix the active orbitals. The new annihilators $b_u=\sum_t \overline{U_{tu}}\,a_t$ satisfy the canonical anticommutation relations (CAR). The Dyall Hamiltonian built from them and from the rotated active integrals is the same operator as before, provided the constant and the inactive orbitals with their energies are held fixed.

Active orbitals may be canonical, natural or localised, and a zeroth-order Hamiltonian for multireference perturbation theory should not depend on that choice. For finitely many orbitals and fixed inactive data, the Dyall Hamiltonian does not.

## The $a_p$ are fermionic

In Lean 4 with Mathlib:

```lean
import Mathlib

open Matrix
open scoped Kronecker

namespace DyallInvariance

noncomputable section

variable {ι κ τ A : Type*} [Fintype ι] [DecidableEq ι] [Fintype κ] [DecidableEq κ]
  [Fintype τ] [DecidableEq τ] [Ring A] [StarRing A] [Algebra ℂ A] [StarModule ℂ A]

/-- The canonical anticommutation relations for annihilators `a p` with creators `star (a p)`. -/
structure IsCAR (a : ι → A) : Prop where
  anti : ∀ p q, a p * a q + a q * a p = 0
  mixed : ∀ p q, a p * star (a q) + star (a q) * a p = if p = q then 1 else 0
```

The operators live in a complex star-algebra `A`, where `star` is the adjoint. `IsCAR` states $\{a_p,a_q\}=0$ and $\{a_p,a_q^\dagger\}=\delta_{pq}$, which is Fermi statistics in an orthonormal orbital basis.

This hypothesis is used only to show that the new operators satisfy the CAR. The equality of Hamiltonians never reorders operators, so it holds without it.

## The integrals follow the orbitals

```lean
/-- Annihilators of the rotated orbitals, `b_u = ∑ t, conj (U_tu) a_t`. -/
def rotate (U : Matrix ι ι ℂ) (a : ι → A) (u : ι) : A := ∑ t, star (U t u) • a t

/-- One-electron integrals transformed by `U` on both indices. -/
def rotateOne (U h : Matrix ι ι ℂ) : Matrix ι ι ℂ :=
  fun u v => ∑ p, ∑ q, star (U p u) * U q v * h p q

/-- Two-electron integrals `(pq|rs)` transformed by `U` on all four indices. -/
def rotateTwo (U : Matrix ι ι ℂ) (g : ι → ι → ι → ι → ℂ) : ι → ι → ι → ι → ℂ :=
  fun u v w x => ∑ p, ∑ q, ∑ r, ∑ s,
    star (U p u) * U q v * star (U r w) * U s x * g p q r s

/-- The electronic Hamiltonian with one-electron integrals `h` and two-electron integrals `g`. -/
def hamiltonian (h : Matrix ι ι ℂ) (g : ι → ι → ι → ι → ℂ) (a : ι → A) : A :=
  (∑ p, ∑ q, h p q • (star (a p) * a q)) +
    (1 / 2 : ℂ) • ∑ p, ∑ q, ∑ r, ∑ s, g p q r s • (star (a p) * star (a r) * a s * a q)
```

The new orbitals are $\phi'_u=\sum_t U_{tu}\phi_t$, so creators carry $U$ and annihilators its conjugate. With $g_{pqrs}=(pq|rs)$ in charge-cloud order, the rotated integrals are

$$h'_{uv}=\sum_{pq}\overline{U_{pu}}U_{qv}h_{pq},\qquad
g'_{uvwx}=\sum_{pqrs}\overline{U_{pu}}U_{qv}\overline{U_{rw}}U_{sx}\,g_{pqrs}.$$

The Hamiltonian is $\sum h_{pq}a_p^\dagger a_q+\tfrac12\sum g_{pqrs}a_p^\dagger a_r^\dagger a_s a_q$. Neither hermiticity of $h$ nor any permutation symmetry of $g$ is assumed. If the integrals stay behind, the operator can change: swapping two orbitals with $h_{11}\neq h_{22}$ while keeping $h$ diagonal and $g=0$ exchanges their energies.

## The inactive orbitals stay fixed

```lean
/-- The Dyall Hamiltonian for inactive orbitals `κ` and active orbitals `τ`: a constant `C`, a
diagonal inactive part with orbital energies `ε`, and the interacting Hamiltonian of the active
electrons, whose one-electron integrals `h` include the core field. -/
def dyall (C : ℝ) (ε : κ → ℝ) (h : Matrix τ τ ℂ) (g : τ → τ → τ → τ → ℂ) (a : κ ⊕ τ → A) : A :=
  (C : ℂ) • (1 : A) + ∑ i, (ε i : ℂ) • (star (a (.inl i)) * a (.inl i)) +
    hamiltonian h g (fun t => a (.inr t))

/-- The orbital rotation that acts as `U` on the active orbitals `τ` and leaves the inactive
orbitals `κ` alone. -/
def activeRotation (κ : Type*) [DecidableEq κ] (U : Matrix τ τ ℂ) :
    Matrix (κ ⊕ τ) (κ ⊕ τ) ℂ := Matrix.fromBlocks 1 0 0 U
```

Here `κ` labels all inactive orbitals, core and virtual alike, although many texts reserve "inactive" for the doubly occupied ones. The active orbitals are `τ`. The operator is

$$C+\sum_i\varepsilon_i a_i^\dagger a_i+H_{\text{active}},$$

where $C$ is a constant energy shift and $\varepsilon_i$ are the inactive orbital energies. In `dyall`, `h` denotes the active one-electron integrals with the core field already included, not the bare ones.

The full rotation is $W=\mathrm{diag}(1,U)$, so $b_i=a_i$ for every inactive $i$ and the first two terms do not change. Unitarity on the whole orbital space would not be enough: swapping two inactive orbitals of different energy, with $\varepsilon$ kept, changes the diagonal term.

The numbers $C$, $\varepsilon$ and `h` are inputs. What remains for a molecule is to check that recomputing them in the rotated basis returns the same $C$ and $\varepsilon$ and the matrix `rotateOne U h`. For the core field this is visible by hand: $\sum_{i\in\text{core}}[(tu|ii)-(ti|iu)]$ is conjugate-linear in orbital $t$ and linear in orbital $u$, as $h_{tu}$ is.

## $U$ is unitary

Physically, the new orbitals are again orthonormal and span the same space. The two halves of unitarity enter separately. Orthonormal columns, $U^\dagger U=1$, give the CAR:

$$\{b_u,b_v^\dagger\}=\sum_{ts}\overline{U_{tu}}U_{sv}\{a_t,a_s^\dagger\}=\sum_t\overline{U_{tu}}U_{tv}=\delta_{uv},$$

and $\{b_u,b_v\}=\sum_{ts}\overline{U_{tu}}\,\overline{U_{sv}}\{a_t,a_s\}=0$.

```lean
omit [DecidableEq ι] [StarRing A] [StarModule ℂ A] in
/-- The anticommutator of two linear combinations is the double sum of the anticommutators of their
members, weighted by the products of the coefficients. -/
theorem anticommutator_sum (x y : ι → ℂ) (c d : ι → A) :
    (∑ t, x t • c t) * (∑ s, y s • d s) + (∑ s, y s • d s) * (∑ t, x t • c t) =
      ∑ t, ∑ s, (x t * y s) • (c t * d s + d s * c t) := by
  simp only [smul_add, Finset.sum_add_distrib, Finset.sum_mul_sum, smul_mul_smul_comm]
  congr 1
  refine Finset.sum_comm.trans ?_
  refine Finset.sum_congr rfl fun t _ => Finset.sum_congr rfl fun s _ => ?_
  rw [mul_comm (y s) (x t)]

/-- A unitary rotation of the orbitals preserves the canonical anticommutation relations. -/
theorem rotate_car {a : ι → A} (ha : IsCAR a) {U : Matrix ι ι ℂ}
    (hU : U ∈ Matrix.unitaryGroup ι ℂ) : IsCAR (rotate U a) := by
  constructor <;> intro u v
  · unfold rotate
    rw [anticommutator_sum]
    simp only [ha.anti, smul_zero, Finset.sum_const_zero]
  · have hst : star (rotate U a v) = ∑ s, U s v • star (a s) := by
      simp only [rotate, star_sum, star_smul, star_star]
    have h1 := congrFun (congrFun (Matrix.mem_unitaryGroup_iff'.mp hU) u) v
    simp only [Matrix.mul_apply, Matrix.star_apply, Matrix.one_apply] at h1
    rw [hst]
    unfold rotate
    rw [anticommutator_sum]
    -- only equal orbitals contribute, and the columns of U are orthonormal
    simp only [ha.mixed, smul_ite, smul_zero, Finset.sum_ite_eq, Finset.mem_univ, if_true,
      ← Finset.sum_smul, h1]
    split_ifs <;> simp
```

`anticommutator_sum` is the bilinear expansion. `rotate_car` applies it to both relations; `h1` is the orthonormality of the columns.

Orthonormal rows, $UU^\dagger=1$, invert the rotation:

$$\sum_u U_{tu}b_u=\sum_s\Big(\sum_u U_{tu}\overline{U_{su}}\Big)a_s=a_t,\qquad a_t^\dagger=\sum_u\overline{U_{tu}}\,b_u^\dagger.$$

```lean
omit [StarRing A] [StarModule ℂ A] in
/-- The old annihilators are recovered from the rotated ones, `a_t = ∑ u, U_tu b_u`,
when `U` is unitary. -/
theorem rotate_inverse (a : ι → A) {U : Matrix ι ι ℂ}
    (hU : U ∈ Matrix.unitaryGroup ι ℂ) (t : ι) : ∑ u, U t u • rotate U a u = a t := by
  have h1 : ∀ s, ∑ u, U t u * star (U s u) = if t = s then 1 else 0 := by
    intro s
    have h := congrFun (congrFun (Matrix.mem_unitaryGroup_iff.mp hU) t) s
    simpa only [Matrix.mul_apply, Matrix.star_apply, Matrix.one_apply] using h
  simp only [rotate, Finset.smul_sum, smul_smul]
  rw [Finset.sum_comm]
  simp only [← Finset.sum_smul, h1]
  simp [ite_smul]
```

Now insert $h'$ and $g'$ and exchange the finite sums:

$$\sum_{uv}h'_{uv}b_u^\dagger b_v=\sum_{pq}h_{pq}\Big(\sum_u\overline{U_{pu}}b_u^\dagger\Big)\Big(\sum_vU_{qv}b_v\Big)=\sum_{pq}h_{pq}a_p^\dagger a_q,$$

$$\begin{aligned}
\sum_{uvwx}g'_{uvwx}b_u^\dagger b_w^\dagger b_xb_v
&=\sum_{pqrs}g_{pqrs}\Big(\sum_u\overline{U_{pu}}b_u^\dagger\Big)\Big(\sum_w\overline{U_{rw}}b_w^\dagger\Big)\Big(\sum_xU_{sx}b_x\Big)\Big(\sum_vU_{qv}b_v\Big)\\
&=\sum_{pqrs}g_{pqrs}a_p^\dagger a_r^\dagger a_sa_q.
\end{aligned}$$

```lean
/-- The electronic Hamiltonian keeps its form in unitarily rotated orbitals when the integrals
are transformed on every index. -/
theorem hamiltonian_rotate {U : Matrix ι ι ℂ} (hU : U ∈ Matrix.unitaryGroup ι ℂ)
    (h : Matrix ι ι ℂ) (g : ι → ι → ι → ι → ℂ) (a : ι → A) :
    hamiltonian (rotateOne U h) (rotateTwo U g) (rotate U a) = hamiltonian h g a := by
  have ha := rotate_inverse a hU
  have hs : ∀ t, ∑ u, star (U t u) • star (rotate U a u) = star (a t) := by
    intro t
    have h1 := congrArg star (ha t)
    simpa only [star_sum, star_smul] using h1
  generalize rotate U a = b at ha hs ⊢
  unfold hamiltonian
  congr 1
  · -- one-body part: exchange the sums, then resum the old operators
    have c := Finset.sum_comm (s := (Finset.univ : Finset (ι × ι)))
      (t := (Finset.univ : Finset (ι × ι)))
      (f := fun y z => (star (U z.1 y.1) * U z.2 y.2 * h z.1 z.2) • (star (b y.1) * b y.2))
    simp only [Fintype.sum_prod_type] at c
    simp only [rotateOne, Finset.sum_smul]
    refine c.trans (Finset.sum_congr rfl fun p _ => Finset.sum_congr rfl fun q _ => ?_)
    rw [← hs p, ← ha q]
    simp only [Finset.sum_mul_sum, smul_mul_smul_comm, Finset.smul_sum, smul_smul]
    refine Finset.sum_congr rfl fun u _ => Finset.sum_congr rfl fun v _ => ?_
    congr 1
    ring
  · -- two-body part: the same with four indices
    congr 1
    have c := Finset.sum_comm (s := (Finset.univ : Finset (ι × ι × ι × ι)))
      (t := (Finset.univ : Finset (ι × ι × ι × ι)))
      (f := fun y z => (star (U z.1 y.1) * U z.2.1 y.2.1 * star (U z.2.2.1 y.2.2.1) *
        U z.2.2.2 y.2.2.2 * g z.1 z.2.1 z.2.2.1 z.2.2.2) •
        (star (b y.1) * star (b y.2.2.1) * b y.2.2.2 * b y.2.1))
    simp only [Fintype.sum_prod_type] at c
    simp only [rotateTwo, Finset.sum_smul]
    refine c.trans (Finset.sum_congr rfl fun p _ => Finset.sum_congr rfl fun q _ =>
      Finset.sum_congr rfl fun r _ => Finset.sum_congr rfl fun s _ => ?_)
    have e : ∀ u v w x, (star (U p u) * U q v * star (U r w) * U s x * g p q r s) •
        (star (b u) * star (b w) * b x * b v) =
        g p q r s • ((star (U p u) • star (b u)) * (star (U r w) • star (b w)) *
          (U s x • b x) * (U q v • b v)) := by
      intro u v w x
      simp only [smul_mul_smul_comm, smul_smul]
      congr 1
      ring
    simp only [e, ← Finset.smul_sum, ← Finset.sum_mul, ← Finset.mul_sum, hs, ha]
```

In the proof, `ha` and `hs` are the two inversion formulas, `Finset.sum_comm` exchanges old and new indices, and the remaining steps match each bracket with an old operator.

Invertibility of $U$ alone would not suffice. For one orbital and $U=2$, $b=2a$ gives $\{b,b^\dagger\}=4$, and the one-body term grows sixteenfold.

## All conditions together

```lean
/-- Active-orbital invariance: if the annihilators `a` satisfy the anticommutation relations, then
so do those obtained by a unitary rotation of the active orbitals, and the Dyall Hamiltonian built
from them and from the rotated active integrals, with the same `C` and `ε`, is the same operator. -/
theorem dyall_invariant {a : κ ⊕ τ → A} (ha : IsCAR a) {U : Matrix τ τ ℂ}
    (hU : U ∈ Matrix.unitaryGroup τ ℂ) (C : ℝ) (ε : κ → ℝ)
    (h : Matrix τ τ ℂ) (g : τ → τ → τ → τ → ℂ) :
    IsCAR (rotate (activeRotation κ U) a) ∧
    dyall C ε (rotateOne U h) (rotateTwo U g) (rotate (activeRotation κ U) a) =
      dyall C ε h g a := by
  have hW : activeRotation κ U ∈ Matrix.unitaryGroup (κ ⊕ τ) ℂ := by
    have h1 := Matrix.mem_unitaryGroup_iff.mp hU
    rw [Matrix.star_eq_conjTranspose] at h1
    rw [Matrix.mem_unitaryGroup_iff, Matrix.star_eq_conjTranspose, activeRotation,
      Matrix.fromBlocks_conjTranspose, Matrix.fromBlocks_multiply]
    simp [h1]
  refine ⟨rotate_car ha hW, ?_⟩
  -- inactive operators stay, active ones are rotated among themselves
  have hi : ∀ i, rotate (activeRotation κ U) a (.inl i) = a (.inl i) := by
    intro i
    simp [rotate, activeRotation, Fintype.sum_sum_type, Matrix.one_apply,
      apply_ite (starRingEnd ℂ), ite_smul]
  have hr : (fun t => rotate (activeRotation κ U) a (.inr t)) =
      rotate U (fun t => a (.inr t)) := by
    funext t
    simp [rotate, activeRotation, Fintype.sum_sum_type]
  unfold dyall
  rw [hr, hamiltonian_rotate hU]
  simp only [hi]
```

The theorem takes the CAR for all orbitals and a unitary `U` on the active ones. It returns the CAR for the new set and the equality of the two Dyall operators. In the proof, `hW` shows by block multiplication that $W$ is unitary, so `rotate_car` applies. Then `hi` says that inactive operators stay, `hr` that active ones rotate among themselves, and `hamiltonian_rotate` handles the active part.

## From delocalised to localised orbitals in a calculation

In H$_2$, take as active the bonding and antibonding spatial orbitals $\psi_+$ and $\psi_-$ built from the two 1s functions. They have opposite inversion symmetry, so $h_{+-}=0$. The localised pair $(\psi_+\pm\psi_-)/\sqrt2$ has diagonal elements $(h_{++}+h_{--})/2$ and a hopping element $(h_{++}-h_{--})/2$. The same $2\times2$ rotation acts on both spins. For the two-electron integrals, a program can contract one index of $g_{pqrs}$ at a time, with $\overline U$ for $p$ and $r$ and with $U$ for $q$ and $s$, rather than evaluate the fourfold sum directly. The wavefunction coefficients are then transformed to the new determinants, or recomputed in them.

## Three modes that satisfy the CAR

```lean
/-- The annihilator of a single fermionic mode. -/
def lower : Matrix (Fin 2) (Fin 2) ℂ := !![0, 1; 0, 0]

/-- The parity of a single fermionic mode. -/
def parity : Matrix (Fin 2) (Fin 2) ℂ := !![1, 0; 0, -1]

/-- Jordan–Wigner annihilators for one inactive and two active orbitals. -/
def jordanWigner : Unit ⊕ Bool → Matrix (Fin 2 × Fin 2 × Fin 2) (Fin 2 × Fin 2 × Fin 2) ℂ
  | .inl _ => lower ⊗ₖ ((1 : Matrix (Fin 2) (Fin 2) ℂ) ⊗ₖ (1 : Matrix (Fin 2) (Fin 2) ℂ))
  | .inr false => parity ⊗ₖ (lower ⊗ₖ (1 : Matrix (Fin 2) (Fin 2) ℂ))
  | .inr true => parity ⊗ₖ (parity ⊗ₖ lower)

/-- The Jordan–Wigner matrices satisfy the canonical anticommutation relations. -/
theorem jordanWigner_witness : IsCAR jordanWigner := by
  obtain ⟨e0, e1, e3, e4, e5, e8⟩ : lowerᴴ = !![0, 0; 1, 0] ∧ lower * lower = 0 ∧
      parity * lower = lower ∧ lower * parity = (-1 : ℂ) • lower ∧ parityᴴ = parity ∧
      parity * parity = 1 := by
    refine ⟨?_, ?_, ?_, ?_, ?_, ?_⟩ <;> ext i j <;> fin_cases i <;> fin_cases j <;>
      simp [lower, parity]
  have e6 : lowerᴴ * parity = lowerᴴ := by
    rw [← e5, ← Matrix.conjTranspose_mul, e3]
  have e7 : parity * lowerᴴ = (-1 : ℂ) • lowerᴴ := by
    rw [← e5, ← Matrix.conjTranspose_mul, e4, Matrix.conjTranspose_smul]
    simp
  have e9 : lower * lowerᴴ + lowerᴴ * lower = 1 := by
    rw [e0]
    ext i j
    fin_cases i <;> fin_cases j <;> simp [lower]
  constructor <;> rintro (⟨⟩ | _ | _) (⟨⟩ | _ | _) <;>
    simp only [jordanWigner, Matrix.star_eq_conjTranspose, Matrix.conjTranspose_kronecker,
      Matrix.conjTranspose_one, ← Matrix.mul_kronecker_mul, mul_one, one_mul,
      e1, e3, e4, e5, e6, e7, e8, Matrix.smul_kronecker, Matrix.kronecker_smul] <;>
    simp [← Matrix.add_kronecker, ← Matrix.kronecker_add, e9]

end

end DyallInvariance
```

These $8\times8$ matrices represent one inactive and two active spin orbitals, so the CAR hypothesis is met by a concrete system. `lower` empties a mode, and `parity` is $+1$ on an empty mode and $-1$ on a filled one; the parity factors supply the signs between different modes. The proof establishes the one-mode identities, then checks every pair of orbitals by multiplying Kronecker products factor by factor.

```lean
#print axioms DyallInvariance.dyall_invariant
```

```
'DyallInvariance.dyall_invariant' depends on axioms: [propext, Classical.choice, Quot.sound]
```
